# Orbital degeneracy with a nonzero angular-momentum element makes the ground energy non-differentiable at zero field

If two real states $u$ and $v$ of the lowest level are connected by the orbital angular momentum $L$ along a magnetic field $B$, $\langle u, Lv\rangle \neq 0$, then, with spin left out, the ground energy has no derivative at $B=0$. It therefore has no second-order expansion there, and the first-order response of $v$, on which Ramsey's sum over states is built, does not exist.

Ramsey's formula for the nuclear magnetic shielding treats the field as a small perturbation of the ground state and divides by excitation energies. In an orbitally degenerate level, such as a $\Pi$ state of a linear molecule, one of those energies is zero, and for a field along the molecular axis the matrix element of $L$ that goes with it is not. The setting here is a finite matrix Hamiltonian in a fixed, real, orthonormal basis,

$$H(B) = H + B L + B^2 D,\qquad L = iK .$$

The field-free $H$ and the diamagnetic term $D$ are real symmetric. $K$ is real antisymmetric, because angular momentum is Hermitian and purely imaginary in a real basis. The factor $\mu_B/\hbar$ that turns angular momentum into magnetic energy is absorbed into $L$, and the constants of the diamagnetic term into $D$. Spin is left out, both its Zeeman energy and spin–orbit coupling.

The matrices contain no nuclear magnetic moment. Shielding is a mixed second derivative of the energy in the field and that moment, so passing from the field response to the shielding is a physical step and not part of the theorems.

```lean
import Mathlib

open Matrix Complex
open scoped ComplexOrder

namespace RamseyDegenerate

noncomputable section

variable {n : Type*} [Fintype n] [DecidableEq n]
```

## States, angular momentum and the lowest energy

Real vectors such as $u$ must be read as complex states before $L$ can act on them.

```lean
/-- A real orbital vector regarded as a complex state. -/
def toC (u : n → ℝ) : n → ℂ := fun i => (u i : ℂ)
```

The name `orbital` denotes the matrix $L = iK$, not a one-electron function.

```lean
/-- The orbital angular momentum `L = iK` built from a real matrix `K`. -/
def orbital (K : Matrix n n ℝ) : Matrix n n ℂ := I • K.map Complex.ofReal
```

The Hamiltonian in the field takes the three real matrices and $B$.

```lean
/-- The Hamiltonian `H + B L + B² D` in a magnetic field `B`, with `L = iK` and
diamagnetic term `D`. -/
def fieldHamiltonian (H K D : Matrix n n ℝ) (B : ℝ) : Matrix n n ℂ :=
  (H + B ^ 2 • D).map Complex.ofReal + (B : ℂ) • orbital K
```

The ground energy is the infimum of the real numbers $e$ for which $Ax = ex$ has a nonzero solution $x$.

```lean
/-- The infimum of the real eigenvalues of a matrix; for a Hermitian matrix of nonzero size
it is the lowest eigenvalue. -/
def lowestEigenvalue (A : Matrix n n ℂ) : ℝ :=
  sInf {e : ℝ | ∃ x : n → ℂ, x ≠ 0 ∧ A *ᵥ x = (e : ℂ) • x}
```

For this infimum to be an energy level, it must be attained. The spectral theorem supplies eigenvectors of a Hermitian matrix $A$:

```lean
/-- Each eigenvalue in the spectral decomposition of a Hermitian matrix has a nonzero
eigenvector. -/
theorem exists_eigenvector {A : Matrix n n ℂ} (hA : A.IsHermitian) (i : n) :
    ∃ x : n → ℂ, x ≠ 0 ∧ A *ᵥ x = (hA.eigenvalues i : ℂ) • x := by
  refine ⟨(hA.eigenvectorBasis i).ofLp, fun h0 => ?_, ?_⟩
  · apply hA.eigenvectorBasis.orthonormal.ne_zero i
    ext j
    exact congrFun h0 j
  · rw [hA.mulVec_eigenvectorBasis i]
    ext j
    simp
```

So the set of eigenvalues is nonempty when the matrix has nonzero size. It is also finite, and a finite nonempty set contains its infimum.

```lean
/-- A Hermitian matrix of nonzero size attains its lowest eigenvalue. -/
theorem isLeast_lowestEigenvalue [Nonempty n] {A : Matrix n n ℂ} (hA : A.IsHermitian) :
    IsLeast {e : ℝ | ∃ x : n → ℂ, x ≠ 0 ∧ A *ᵥ x = (e : ℂ) • x} (lowestEigenvalue A) := by
  have hfin : {e : ℝ | ∃ x : n → ℂ, x ≠ 0 ∧ A *ᵥ x = (e : ℂ) • x}.Finite := by
    refine ((Module.End.finite_hasEigenvalue (Matrix.toLin' A)).preimage
      Complex.ofReal_injective.injOn).subset ?_
    rintro e ⟨x, hx, he⟩
    exact Module.End.hasEigenvalue_of_hasEigenvector
      ⟨Module.End.mem_eigenspace_iff.2 (by rw [Matrix.toLin'_apply, he]), hx⟩
  have hne : {e : ℝ | ∃ x : n → ℂ, x ≠ 0 ∧ A *ᵥ x = (e : ℂ) • x}.Nonempty :=
    ⟨_, exists_eigenvector hA (Classical.arbitrary n)⟩
  exact ⟨hne.csInf_mem hfin, fun e he => csInf_le hfin.bddBelow he⟩
```

## The variational principle

Write $\lambda$ for the lowest eigenvalue of $A$. If $A-\lambda$ had an eigenvalue $\varepsilon<0$, then $\varepsilon+\lambda$ would be an eigenvalue of $A$ below $\lambda$. Hence $A-\lambda$ is positive semidefinite, and for every $x$, normalised or not,

$$\lambda\,\langle x,x\rangle \le \langle x, Ax\rangle .$$

```lean
/-- Variational principle: for a Hermitian matrix `A` and any vector `x`, normalised or not, the
real part of `⟨x, A x⟩` is at least the lowest eigenvalue of `A` times `⟨x, x⟩`. -/
theorem variational {A : Matrix n n ℂ} (hA : A.IsHermitian) (x : n → ℂ) :
    lowestEigenvalue A * (star x ⬝ᵥ x).re ≤ (star x ⬝ᵥ A *ᵥ x).re := by
  have hS : (A - (lowestEigenvalue A : ℂ) • (1 : Matrix n n ℂ)).IsHermitian :=
    hA.sub (by simp [Matrix.IsHermitian, Matrix.conjTranspose_smul])
  -- the shifted matrix has no negative eigenvalue
  have hP := hS.posSemidef_iff_eigenvalues_nonneg.2 (fun i => by
    have : Nonempty n := ⟨i⟩
    obtain ⟨w, hw, h⟩ := exists_eigenvector hS i
    simp only [Matrix.sub_mulVec, Matrix.smul_mulVec, Matrix.one_mulVec] at h
    have hle := (isLeast_lowestEigenvalue hA).2
      (show hS.eigenvalues i + lowestEigenvalue A ∈ _ from ⟨w, hw, by
        rw [sub_eq_iff_eq_add.1 h, Complex.ofReal_add, add_smul]⟩)
    show 0 ≤ hS.eigenvalues i
    linarith)
  have h := (Complex.le_def.1 (hP.dotProduct_mulVec_nonneg x)).1
  simp only [Matrix.sub_mulVec, Matrix.smul_mulVec, Matrix.one_mulVec, dotProduct_sub,
    dotProduct_smul, smul_eq_mul, Complex.sub_re, Complex.re_ofReal_mul,
    Complex.zero_re] at h
  linarith
```

## Current-carrying trial states

Between real states, $L$ has imaginary matrix elements:

$$\langle u, Lv\rangle = i\,k,\qquad k = u\cdot Kv .$$

```lean
omit [DecidableEq n] in
/-- Between real states the matrix element of `L = iK` is `i` times that of `K`. -/
theorem orbital_element (K : Matrix n n ℝ) (u v : n → ℝ) :
    star (toC u) ⬝ᵥ orbital K *ᵥ toC v = I * ((u ⬝ᵥ K *ᵥ v : ℝ) : ℂ) := by
  simp only [dotProduct, Matrix.mulVec, Finset.mul_sum, Complex.ofReal_sum]
  refine Finset.sum_congr rfl fun i _ => Finset.sum_congr rfl fun j _ => ?_
  simp [toC, orbital]
  ring
```

Transposing gives $v\cdot Ku = -k$, and in particular $u\cdot Ku = 0$.

```lean
omit [DecidableEq n] in
/-- A real antisymmetric matrix has antisymmetric matrix elements between real states. -/
theorem antisymm_element {K : Matrix n n ℝ} (hK : Kᵀ = -K) (u v : n → ℝ) :
    v ⬝ᵥ K *ᵥ u = -(u ⬝ᵥ K *ᵥ v) := by
  rw [Matrix.dotProduct_mulVec, ← Matrix.mulVec_transpose, hK, Matrix.neg_mulVec,
    neg_dotProduct, dotProduct_comm]
```

A real trial state, such as a combination $au+bv$ with real $a,b$, therefore has zero first-order energy, and it is easy to conclude from this that the level has no linear Zeeman effect. Complex combinations can have a nonzero first-order energy. For real $x,y$,

$$\langle x+iy,\,L(x+iy)\rangle = y\cdot Kx - x\cdot Ky = -2\,x\cdot Ky .$$

Let $Hu=E_0u$ and $Hv=E_0v$, and set $N=u\cdot u+v\cdot v$ and $d=u\cdot Du+v\cdot Dv$. The states $u+iv$ and $v+iu$ both have squared norm $N$, and their unnormalised energies are

$$E_0N \mp 2Bk + B^2 d .$$

Taking the lower one for each sign of $Bk$, the variational principle bounds the ground energy $E(B)$:

$$N E(B) \le N E_0 - 2|Bk| + B^2 d .$$

For orthonormal $u,v$ we have $N=2$, and the linear term per normalised state is $-|k||B|$. In the code, `key` is the bound for a general $x+iy$. It is used once for each order of $u$ and $v$, and the case split on the absolute value selects the better bound.

```lean
/-- Linear Zeeman bound: for real `u`, `v` in the eigenspace of `H` for `E₀`, with `H`, `D`
symmetric and `K` antisymmetric, the lowest energy in the field times `N = u·u + v·v` is at most
`E₀ N - 2 |B (u·Kv)| + B² (u·Du + v·Dv)`. -/
theorem zeeman_bound {H K D : Matrix n n ℝ} (hH : H.IsSymm) (hK : Kᵀ = -K) (hD : D.IsSymm)
    {E₀ : ℝ} {u v : n → ℝ} (hu : H *ᵥ u = E₀ • u) (hv : H *ᵥ v = E₀ • v) (B : ℝ) :
    lowestEigenvalue (fieldHamiltonian H K D B) * (u ⬝ᵥ u + v ⬝ᵥ v) ≤
      E₀ * (u ⬝ᵥ u + v ⬝ᵥ v) - 2 * |B * (u ⬝ᵥ K *ᵥ v)|
        + B ^ 2 * (u ⬝ᵥ D *ᵥ u + v ⬝ᵥ D *ᵥ v) := by
  have hA : (fieldHamiltonian H K D B).IsHermitian := by
    refine Matrix.IsHermitian.ext fun i j => ?_
    have hk : K j i = -K i j := congrFun (congrFun hK i) j
    simp [fieldHamiltonian, orbital, hH.apply i j, hD.apply i j, hk]
  -- energy of the current-carrying trial state x + i y
  have key : ∀ x y : n → ℝ, H *ᵥ x = E₀ • x → H *ᵥ y = E₀ • y →
      lowestEigenvalue (fieldHamiltonian H K D B) * (x ⬝ᵥ x + y ⬝ᵥ y) ≤
        E₀ * (x ⬝ᵥ x + y ⬝ᵥ y) + B * (y ⬝ᵥ K *ᵥ x - x ⬝ᵥ K *ᵥ y)
          + B ^ 2 * (x ⬝ᵥ D *ᵥ x + y ⬝ᵥ D *ᵥ y) := by
    intro x y hx hy
    have h := variational hA (toC x + I • toC y)
    have hnorm : (star (toC x + I • toC y) ⬝ᵥ (toC x + I • toC y)).re
        = x ⬝ᵥ x + y ⬝ᵥ y := by
      simp only [dotProduct, Complex.re_sum, ← Finset.sum_add_distrib]
      refine Finset.sum_congr rfl fun i _ => ?_
      simp [toC]
    have henergy : (star (toC x + I • toC y) ⬝ᵥ
        fieldHamiltonian H K D B *ᵥ (toC x + I • toC y)).re
        = x ⬝ᵥ H *ᵥ x + y ⬝ᵥ H *ᵥ y + B * (y ⬝ᵥ K *ᵥ x - x ⬝ᵥ K *ᵥ y)
          + B ^ 2 * (x ⬝ᵥ D *ᵥ x + y ⬝ᵥ D *ᵥ y) := by
      simp only [dotProduct, Matrix.mulVec, Complex.re_sum, Finset.mul_sum,
        ← Finset.sum_add_distrib, ← Finset.sum_sub_distrib]
      refine Finset.sum_congr rfl fun i _ => Finset.sum_congr rfl fun j _ => ?_
      simp [toC, fieldHamiltonian, orbital, pow_two]
      ring
    rw [hnorm, henergy, hx, hy] at h
    simp only [dotProduct_smul, smul_eq_mul] at h
    linarith
  have h1 := key u v hu hv
  have h2 := key v u hv hu
  rw [antisymm_element hK u v] at h1 h2
  rcases abs_cases (B * (u ⬝ᵥ K *ᵥ v)) with ⟨h, _⟩ | ⟨h, _⟩ <;> rw [h] <;> linarith
```

## No derivative at zero field

Now let $E_0=E(0)$ be the lowest eigenvalue of $H$, and suppose $E'(0)$ exists. For $c=2k$ and for $c=-2k$ we have $cB\le 2|Bk|$, so

$$f_c(B) = d B^2 - cB - N E(B) \;\ge\; -N E_0 = f_c(0).$$

Thus $f_c$ has a minimum at $B=0$, its derivative vanishes there, and $-c - N E'(0)=0$. The two choices of $c$ give $NE'(0)=-2k$ and $NE'(0)=2k$, hence $k=0$, a contradiction.

The theorem assumes the symmetries of $H$, $K$ and $D$, the two eigenvector equations, and `hL`, which is $\langle u,Lv\rangle\ne0$. Degeneracy is not a separate hypothesis: if $u$ and $v$ were proportional, antisymmetry would make $k$ zero. Nor need $u$ and $v$ be orthogonal or normalised. Inside the proof, `slope` is the minimum argument for a general $c$.

```lean
/-- Let `H`, `D` be real symmetric, `K` real antisymmetric and `L = iK`. If real `u`, `v` in
the lowest eigenspace of `H` have `⟨u, L v⟩ ≠ 0`, the lowest eigenvalue of `H + B L + B² D`
is not differentiable at `B = 0`. -/
theorem not_differentiableAt_groundEnergy {H K D : Matrix n n ℝ}
    (hH : H.IsSymm) (hK : Kᵀ = -K) (hD : D.IsSymm) {u v : n → ℝ}
    (hu : H *ᵥ u = lowestEigenvalue (H.map Complex.ofReal) • u)
    (hv : H *ᵥ v = lowestEigenvalue (H.map Complex.ofReal) • v)
    (hL : star (toC u) ⬝ᵥ orbital K *ᵥ toC v ≠ 0) :
    ¬ DifferentiableAt ℝ (fun B => lowestEigenvalue (fieldHamiltonian H K D B)) 0 := by
  intro hdiff
  have hE := hdiff.hasDerivAt
  have hzero : fieldHamiltonian H K D 0 = H.map Complex.ofReal := by
    simp [fieldHamiltonian]
  have hbound := zeeman_bound hH hK hD hu hv
  rw [orbital_element] at hL
  have hk : u ⬝ᵥ K *ᵥ v ≠ 0 := fun h => hL (by simp [h])
  generalize u ⬝ᵥ K *ᵥ v = k at hbound hk
  generalize u ⬝ᵥ u + v ⬝ᵥ v = N at hbound
  generalize u ⬝ᵥ D *ᵥ u + v ⬝ᵥ D *ᵥ v = d at hbound
  -- a smooth upper bound touching the energy at B = 0 fixes its slope
  have slope : ∀ c : ℝ, (∀ B : ℝ, c * B ≤ 2 * |B * k|) →
      0 - c - N * deriv (fun B => lowestEigenvalue (fieldHamiltonian H K D B)) 0 = 0 := by
    intro c hc
    have h1 : HasDerivAt (fun B : ℝ => d * B ^ 2) 0 0 := by
      simpa using (hasDerivAt_pow 2 (0 : ℝ)).const_mul d
    have h2 : HasDerivAt (fun B : ℝ => c * B) c 0 := by
      simpa using (hasDerivAt_id' (0 : ℝ)).const_mul c
    have h3 := (h1.fun_sub h2).fun_sub (hE.const_mul N)
    refine IsLocalMin.hasDerivAt_eq_zero (Filter.Eventually.of_forall fun B => ?_) h3
    have hb := hbound B
    have hcB := hc B
    simp only [hzero]
    nlinarith
  have hp := slope (2 * k) fun B => by linarith [le_abs_self (B * k)]
  have hm := slope (-(2 * k)) fun B => by linarith [neg_abs_le (B * k)]
  exact hk (by linarith)
```

## The response equation has no solution

Perturbation theory that starts from $v$ seeks a first-order state $x$ and a first-order energy $E_1$ with

$$(H-E_0)x = (E_1-L)v .$$

The diamagnetic term enters only at second order. Project on a real $w$ with $Hw=E_0w$. Since $H$ is symmetric, the left side vanishes:

$$0 = E_1\langle w,v\rangle - \langle w,Lv\rangle .$$

With $w=v$, the element $\langle v,Lv\rangle=i\,v\cdot Kv$ is zero and $\langle v,v\rangle$ is not, so $E_1=0$. With $w=u$, this leaves $\langle u,Lv\rangle=0$, against the hypothesis. In a sum over states, the same obstruction is a nonzero numerator over a zero energy difference.

The Lean theorem allows any eigenvalue $E_0$ of $H$, complex $x$ and complex $E_1$. It concerns the real reference state $v$; degenerate perturbation theory instead starts from states that diagonalise $L$ within the level. When this equation is set up with the full matrix $H$ in a fixed finite basis, it is inconsistent for such a real reference, and not merely ill-conditioned. Approximate methods such as coupled-perturbed Hartree–Fock solve different response equations, which the theorem does not cover. The step `proj` is the projection on a general $w$.

```lean
omit [DecidableEq n] in
/-- For `H` symmetric, `K` antisymmetric and real `u`, `v` in one eigenspace of `H` with
`⟨u, L v⟩ ≠ 0`, the first-order response equation `(H - E₀) x = (E₁ - L) v` has no solution
`x` for any first-order energy `E₁`. -/
theorem no_first_order_response {H K : Matrix n n ℝ} (hH : H.IsSymm) (hK : Kᵀ = -K)
    {E₀ : ℝ} {u v : n → ℝ} (hu : H *ᵥ u = E₀ • u) (hv : H *ᵥ v = E₀ • v)
    (hL : star (toC u) ⬝ᵥ orbital K *ᵥ toC v ≠ 0) :
    ¬ ∃ (x : n → ℂ) (E₁ : ℂ), H.map Complex.ofReal *ᵥ x - (E₀ : ℂ) • x
      = E₁ • toC v - orbital K *ᵥ toC v := by
  rintro ⟨x, E₁, hx⟩
  -- projecting on the degenerate eigenspace removes the left-hand side
  have proj : ∀ w : n → ℝ, H *ᵥ w = E₀ • w →
      0 = E₁ * (star (toC w) ⬝ᵥ toC v) - star (toC w) ⬝ᵥ orbital K *ᵥ toC v := by
    intro w hw
    have hs : star (toC w) = toC w := by
      ext i
      simp [toC]
    have hc : H.map Complex.ofReal *ᵥ toC w = (E₀ : ℂ) • toC w := by
      ext i
      have h := congrArg Complex.ofReal (congrFun hw i)
      simpa [Matrix.mulVec, dotProduct, toC] using h
    have h := congrArg (fun z => star (toC w) ⬝ᵥ z) hx
    simp only [dotProduct_sub, dotProduct_smul, smul_eq_mul] at h
    rw [← h, hs, Matrix.dotProduct_mulVec, ← Matrix.mulVec_transpose,
      ← Matrix.transpose_map, hH.eq, hc, smul_dotProduct, smul_eq_mul, sub_self]
  have hvv : v ⬝ᵥ K *ᵥ v = 0 := by linarith [antisymm_element hK v v]
  have hv0 : star (toC v) ⬝ᵥ toC v ≠ 0 := by
    intro h
    apply hL
    rw [dotProduct_star_self_eq_zero] at h
    simp [h]
  have h1 := proj v hv
  rw [orbital_element, hvv, Complex.ofReal_zero, mul_zero, sub_zero] at h1
  have hE₁ : E₁ = 0 := (mul_eq_zero.1 h1.symm).resolve_right hv0
  have h2 := proj u hu
  rw [hE₁, zero_mul, zero_sub] at h2
  exact hL (neg_eq_zero.1 h2.symm)
```

## A doublet with energy $-|B|$

Take a $p_x,p_y$ pair with its field-free energy set to zero and no diamagnetic term. In units with $\mu_B=1$,

$$L=\begin{pmatrix}0&-i\\ i&0\end{pmatrix},\qquad E(B)=-|B| .$$

The circulating state $(1,-i)$ has energy $-B$ and serves for $B\ge0$; $(1,i)$ has energy $B$ and serves for $B\le0$. Conversely, if $(x_0,x_1)\neq0$ has energy $e$, then $-iBx_1=ex_0$ and $iBx_0=ex_1$. Substituting one into the other gives $(e^2-B^2)x_0=(e^2-B^2)x_1=0$, so $e^2=B^2$ and $e\ge-|B|$. The trial-state bound is attained here, with $|k|=1$ and $N=2$.

```lean
/-- For a doublet with `H = 0`, `D = 0` and `K` the generator of plane rotations, the lowest
energy in the field is exactly `-|B|`. -/
theorem doublet_groundEnergy (B : ℝ) :
    lowestEigenvalue (fieldHamiltonian (0 : Matrix (Fin 2) (Fin 2) ℝ) !![0, -1; 1, 0] 0 B)
      = -|B| := by
  have hact : ∀ x : Fin 2 → ℂ,
      fieldHamiltonian (0 : Matrix (Fin 2) (Fin 2) ℝ) !![0, -1; 1, 0] 0 B *ᵥ x
        = ![-(I * B * x 1), I * B * x 0] := by
    intro x
    ext i
    fin_cases i <;>
      simp [fieldHamiltonian, orbital, Matrix.mulVec, dotProduct, Fin.sum_univ_two,
        mul_comm, mul_left_comm] <;> ring
  refine IsLeast.csInf_eq ⟨?_, ?_⟩
  · -- energy -|B| is reached by (1, -i) for B ≥ 0 and by (1, i) for B ≤ 0
    rcases le_total 0 B with h | h
    · refine ⟨![1, -I], fun h0 => by simpa using congrFun h0 0, ?_⟩
      rw [hact]
      ext i
      fin_cases i <;> simp [Complex.ext_iff, abs_of_nonneg h]
    · refine ⟨![1, I], fun h0 => by simpa using congrFun h0 0, ?_⟩
      rw [hact]
      ext i
      fin_cases i <;> simp [Complex.ext_iff, abs_of_nonpos h]
  · rintro e ⟨x, hx, he⟩
    rw [hact] at he
    have h0 : -(I * B * x 1) = (e : ℂ) * x 0 := congrFun he 0
    have h1 : I * B * x 0 = (e : ℂ) * x 1 := congrFun he 1
    have a0 : ((e : ℂ) ^ 2 - (B : ℂ) ^ 2) * x 0 = 0 := by
      linear_combination -(e : ℂ) * h0 + I * B * h1 - (B : ℂ) ^ 2 * x 0 * Complex.I_sq
    have a1 : ((e : ℂ) ^ 2 - (B : ℂ) ^ 2) * x 1 = 0 := by
      linear_combination -(e : ℂ) * h1 - I * B * h0 - (B : ℂ) ^ 2 * x 1 * Complex.I_sq
    have hsq : e ^ 2 = B ^ 2 := by
      by_contra hne
      have hc : (e : ℂ) ^ 2 - (B : ℂ) ^ 2 ≠ 0 := fun h =>
        hne (by exact_mod_cast sub_eq_zero.1 h)
      apply hx
      ext i
      fin_cases i
      · exact (mul_eq_zero.1 a0).resolve_left hc
      · exact (mul_eq_zero.1 a1).resolve_left hc
    rw [← (sq_eq_sq_iff_abs_eq_abs e B).1 hsq]
    exact neg_abs_le e

end

end RamseyDegenerate
```

```lean
#print axioms RamseyDegenerate.not_differentiableAt_groundEnergy
#print axioms RamseyDegenerate.no_first_order_response
#print axioms RamseyDegenerate.doublet_groundEnergy
```

```
'RamseyDegenerate.not_differentiableAt_groundEnergy' depends on axioms: [propext, Classical.choice, Quot.sound]
'RamseyDegenerate.no_first_order_response' depends on axioms: [propext, Classical.choice, Quot.sound]
'RamseyDegenerate.doublet_groundEnergy' depends on axioms: [propext, Classical.choice, Quot.sound]
```
